# Rotating two real orbitals changes their summed self-repulsion only through the sine and cosine of four times the angle

Put one electron on each of two sites, both with the same spin. Charge repels charge on the same site with strength $U$ and on the other site with strength $W$. With the orbitals $f=(1,0)$ and $g=(0,1)$, each orbital density repels itself with strength $U$, so the summed self-repulsion is $2U$. Now rotate the orbitals into each other by an angle $t$:

$$f'=(\cos t,\ \sin t),\qquad g'=(-\sin t,\ \cos t).$$

Their densities are $(\cos^2 t,\sin^2 t)$ and $(\sin^2 t,\cos^2 t)$, which still add up to $(1,1)$. The summed self-repulsion, however, has become

$$2U(\cos^4 t+\sin^4 t)+4W\cos^2 t\,\sin^2 t = 2U-\tfrac12(U-W)(1-\cos 4t).$$

The total density cannot tell these pairs apart, but a correction that subtracts each orbital's self-repulsion can. The Perdew–Zunger self-interaction correction contains such a term, and the result below gives its dependence on the rotation for two real orbitals on a finite grid, leaving aside the exchange-correlation part of the correction.

## The double angle in the density difference

Let $f$ and $g$ be real orbitals on a finite grid, and let $V(x,y)=V(y,x)$ be the repulsion between unit charges at the points $x$ and $y$. For densities $a$ and $b$ write

$$[a,b]=\sum_{x,y}a(x)\,V(x,y)\,b(y).$$

The self-repulsion of an orbital $f$ is $[f^2,f^2]$, without the factor $\tfrac12$ that the Hartree energy carries. The rotated orbitals are $f'=\cos t\,f+\sin t\,g$ and $g'=\cos t\,g-\sin t\,f$. Squaring them gives

$$f'^2=\cos^2 t\,f^2+2\sin t\cos t\,fg+\sin^2 t\,g^2,$$
$$g'^2=\cos^2 t\,g^2-2\sin t\cos t\,fg+\sin^2 t\,f^2.$$

The sum is $f^2+g^2$ at every point. With $d=f^2-g^2$ and $p=fg$, the difference is

$$d'=f'^2-g'^2=\cos 2t\;d+2\sin 2t\;p.$$

Let $n=f^2+g^2$. Since the form is symmetric,

$$[n,n]=[f^2,f^2]+2[f^2,g^2]+[g^2,g^2],\qquad [d,d]=[f^2,f^2]-2[f^2,g^2]+[g^2,g^2],$$

and half the sum of the two lines is

$$[f^2,f^2]+[g^2,g^2]=\tfrac12[n,n]+\tfrac12[d,d].$$

Only the second term feels the rotation. The change is therefore

$$\Delta(t)=\tfrac12\big([d',d']-[d,d]\big)=\tfrac12\big(-\sin^2 2t\,[d,d]+4\sin 2t\cos 2t\,[d,p]+4\sin^2 2t\,[p,p]\big).$$

With $2\sin^2 2t=1-\cos 4t$ and $2\sin 2t\cos 2t=\sin 4t$ this becomes

$$\Delta(t)=A(1-\cos 4t)+B\sin 4t,\qquad A=[p,p]-\tfrac14[d,d],\quad B=[d,p].$$

In the two-site case $p=0$ and $d=(1,-1)$, so $A=-\tfrac12(U-W)$ and $B=0$, as found above.

## Invariant pairs and the largest gain

At $t=\pi/4$ the change is $2A$, and at $t=\pi/8$ it is $A+B$. If the self-repulsion is the same at every angle, both coefficients vanish; the converse is immediate from the formula.

For the maximum, put $\theta=4t$ and $R=\sqrt{A^2+B^2}$. The identity

$$(-A\cos\theta+B\sin\theta)^2+(A\sin\theta+B\cos\theta)^2=R^2$$

gives $\Delta\le A+R$. Equality holds when $R\cos\theta=-A$ and $R\sin\theta=B$, and such an angle always exists.

The original pair is already maximal when $A+R\le 0$, that is $R\le -A$. This requires $A\le 0$ and, after squaring, $B^2\le 0$, hence $B=0$. Conversely, with $B=0$ and $A\le0$ the change $A(1-\cos 4t)$ is never positive. On the two sites with $U>W$, the localised pair is maximal.

## Orbitals and repulsion on a finite grid

In Lean the grid is a finite type `ι`, and orbitals and densities are functions `ι → ℝ`.

```lean
import Mathlib

open Finset

namespace OrbitalRotationSelfRepulsion

noncomputable section

variable {ι : Type*} [Fintype ι]
```

The name `coulomb` is used for any real pair interaction `V`. Neither positivity nor a $1/r$ shape is required.

```lean
/-- The Coulomb form `[a,b]` of two densities on a finite grid with pair interaction `V`. -/
def coulomb (V : ι → ι → ℝ) (a b : ι → ℝ) : ℝ := ∑ x, ∑ y, a x * V x y * b y
```

Powers and products of functions are taken point by point, so `f ^ 2` is the density of the orbital `f`.

```lean
/-- The summed self-repulsion `[f²,f²] + [g²,g²]` of two real orbitals. -/
def selfRepulsion (V : ι → ι → ℝ) (f g : ι → ℝ) : ℝ :=
  coulomb V (f ^ 2) (f ^ 2) + coulomb V (g ^ 2) (g ^ 2)
```

The symbol `•` multiplies a function by a number. The next two definitions fix the sense of the rotation; reversing it would change the sign of the $B$ term.

```lean
/-- The first orbital after rotation by the angle `t`: `cos t f + sin t g`. -/
def rotFst (t : ℝ) (f g : ι → ℝ) : ι → ℝ := Real.cos t • f + Real.sin t • g

/-- The second orbital after rotation by the angle `t`: `cos t g - sin t f`. -/
def rotSnd (t : ℝ) (f g : ι → ℝ) : ι → ℝ := Real.cos t • g - Real.sin t • f
```

The two coefficients are built from the unrotated orbitals.

```lean
/-- The coefficient `A = [fg,fg] - [f²-g²,f²-g²]/4`. -/
def coeffA (V : ι → ι → ℝ) (f g : ι → ℝ) : ℝ :=
  coulomb V (f * g) (f * g) - coulomb V (f ^ 2 - g ^ 2) (f ^ 2 - g ^ 2) / 4

/-- The coefficient `B = [f²-g²,fg]`. -/
def coeffB (V : ι → ι → ℝ) (f g : ι → ℝ) : ℝ := coulomb V (f ^ 2 - g ^ 2) (f * g)
```

Normalisation and orthogonality are not assumed. For an orthonormal pair of occupied orbitals with the same spin, the rotation is a change of basis within the occupied space. To apply the theorems to real orbitals of a molecule, one first approximates the Coulomb integral over continuous space by this finite double sum, with the quadrature weights of both points absorbed into $V(x,y)$ and a finite value chosen for $V(x,x)$. The derivation by hand uses only that $[a,b]$ is bilinear and symmetric, so the same formula for $\Delta(t)$ holds for the Coulomb integrals themselves, provided that they are finite.

## Densities under rotation

The first theorem says that the total density is unchanged as a function, hence at every grid point. The proof fixes a point `x`, unfolds the rotation and uses $\sin^2 t+\cos^2 t=1$, multiplied by $f(x)^2+g(x)^2$.

```lean
omit [Fintype ι] in
/-- Rotating two real orbitals into each other leaves their total density unchanged
at every grid point. -/
theorem density_rotate (t : ℝ) (f g : ι → ℝ) :
    rotFst t f g ^ 2 + rotSnd t f g ^ 2 = f ^ 2 + g ^ 2 := by
  ext x
  simp only [rotFst, rotSnd, Pi.add_apply, Pi.sub_apply, Pi.pow_apply, Pi.smul_apply,
    smul_eq_mul]
  linear_combination (f x ^ 2 + g x ^ 2) * Real.sin_sq_add_cos_sq t
```

The second is the formula for $d'$. Lean's double-angle rule writes $\cos 2t$ as $2\cos^2 t-1$, so the Pythagorean identity is needed once more to match the squares.

```lean
omit [Fintype ι] in
/-- The difference of the two orbital densities turns through the double angle, mixing
`f² - g²` with the overlap density `2fg`. -/
theorem density_difference_rotate (t : ℝ) (f g : ι → ℝ) :
    rotFst t f g ^ 2 - rotSnd t f g ^ 2
      = Real.cos (2 * t) • (f ^ 2 - g ^ 2) + (2 * Real.sin (2 * t)) • (f * g) := by
  ext x
  simp only [rotFst, rotSnd, Pi.add_apply, Pi.sub_apply, Pi.pow_apply, Pi.smul_apply,
    Pi.mul_apply, smul_eq_mul, Real.cos_two_mul, Real.sin_two_mul]
  linear_combination (-(f x ^ 2 - g x ^ 2)) * Real.sin_sq_add_cos_sq t
```

## Splitting the self-repulsion

The hypothesis `hV` states that the repulsion between two points does not depend on their order. Inside the next proof, `hs` exchanges the two sums and uses `hV` to obtain $[v,u]=[u,v]$. The step `he` expands the form term by term, and the two mixed terms then combine. In this theorem `p` and `q` are real numbers; `p` is not the density $p=fg$ of the derivation above.

```lean
/-- For a symmetric interaction, the self-repulsion of a superposition `p u + q v` of densities
is `p²[u,u] + 2pq[u,v] + q²[v,v]`. -/
theorem coulomb_combination {V : ι → ι → ℝ} (hV : ∀ x y, V x y = V y x)
    (p q : ℝ) (u v : ι → ℝ) :
    coulomb V (p • u + q • v) (p • u + q • v)
      = p ^ 2 * coulomb V u u + 2 * p * q * coulomb V u v + q ^ 2 * coulomb V v v := by
  -- symmetry of the interaction makes the form symmetric
  have hs : coulomb V v u = coulomb V u v := by
    unfold coulomb
    rw [Finset.sum_comm]
    refine Finset.sum_congr rfl fun x _ => Finset.sum_congr rfl fun y _ => ?_
    rw [hV y x]
    ring
  have he : coulomb V (p • u + q • v) (p • u + q • v)
      = p ^ 2 * coulomb V u u + p * q * coulomb V u v + p * q * coulomb V v u
        + q ^ 2 * coulomb V v v := by
    simp only [coulomb, Finset.mul_sum, ← Finset.sum_add_distrib, Pi.add_apply,
      Pi.smul_apply, smul_eq_mul]
    refine Finset.sum_congr rfl fun x _ => Finset.sum_congr rfl fun y _ => ?_
    ring
  rw [he, hs]
  ring
```

Taking the coefficients $(1,1)$ and $(1,-1)$ in this expansion gives the formulas for $[n,n]$ and $[d,d]$. `linarith` adds them and halves the result.

```lean
/-- For a symmetric interaction, the summed self-repulsion is half the repulsion of the total
density with itself plus half that of the density difference with itself. -/
theorem selfRepulsion_split {V : ι → ι → ℝ} (hV : ∀ x y, V x y = V y x) (f g : ι → ℝ) :
    selfRepulsion V f g = coulomb V (f ^ 2 + g ^ 2) (f ^ 2 + g ^ 2) / 2
      + coulomb V (f ^ 2 - g ^ 2) (f ^ 2 - g ^ 2) / 2 := by
  have h1 := coulomb_combination hV 1 1 (f ^ 2) (g ^ 2)
  have h2 := coulomb_combination hV 1 (-1) (f ^ 2) (g ^ 2)
  simp only [one_smul, neg_smul, ← sub_eq_add_neg] at h1 h2
  unfold selfRepulsion
  linarith
```

## The change at an arbitrary angle

The main theorem holds for all real orbitals `f`, `g` and every real angle `t`. Its proof splits both self-repulsions, replaces the rotated total density by the old one and the rotated difference by its double-angle form, and expands. The facts `hc` and `hs` express $\cos 4t$ and $\sin 4t$ through the angle $2t$. The closing `linear_combination` supplies $\sin^2 2t+\cos^2 2t=1$ for the $[p,p]$ term.

```lean
/-- For a symmetric interaction, rotating two real orbitals by the angle `t` changes their
summed self-repulsion by `A (1 - cos 4t) + B sin 4t`. -/
theorem selfRepulsion_rotate {V : ι → ι → ℝ} (hV : ∀ x y, V x y = V y x)
    (f g : ι → ℝ) (t : ℝ) :
    selfRepulsion V (rotFst t f g) (rotSnd t f g) - selfRepulsion V f g
      = coeffA V f g * (1 - Real.cos (4 * t)) + coeffB V f g * Real.sin (4 * t) := by
  -- only the density difference feels the rotation
  rw [selfRepulsion_split hV, selfRepulsion_split hV f g, density_rotate,
    density_difference_rotate, coulomb_combination hV]
  have hc : Real.cos (4 * t) = 2 * Real.cos (2 * t) ^ 2 - 1 := by
    rw [← Real.cos_two_mul]
    congr 1
    ring
  have hs : Real.sin (4 * t) = 2 * Real.sin (2 * t) * Real.cos (2 * t) := by
    rw [← Real.sin_two_mul]
    congr 1
    ring
  rw [hc, hs]
  unfold coeffA coeffB
  linear_combination 2 * coulomb V (f * g) (f * g) * Real.sin_sq_add_cos_sq (2 * t)
```

The criterion for invariance follows by inserting the angles $\pi/4$ and $\pi/8$, as in the derivation above.

```lean
/-- For a symmetric interaction, the summed self-repulsion is the same at every rotation angle
exactly when both coefficients `A` and `B` vanish. -/
theorem invariant_iff {V : ι → ι → ℝ} (hV : ∀ x y, V x y = V y x) (f g : ι → ℝ) :
    (∀ t, selfRepulsion V (rotFst t f g) (rotSnd t f g) = selfRepulsion V f g)
      ↔ coeffA V f g = 0 ∧ coeffB V f g = 0 := by
  constructor
  · intro h
    -- the angles π/4 and π/8 isolate the two coefficients
    have h1 := selfRepulsion_rotate hV f g (Real.pi / 4)
    have h2 := selfRepulsion_rotate hV f g (Real.pi / 8)
    rw [h, sub_self, show 4 * (Real.pi / 4) = Real.pi by ring, Real.cos_pi,
      Real.sin_pi] at h1
    rw [h, sub_self, show 4 * (Real.pi / 8) = Real.pi / 2 by ring, Real.cos_pi_div_two,
      Real.sin_pi_div_two] at h2
    constructor <;> linarith
  · rintro ⟨hA, hB⟩ t
    have h := selfRepulsion_rotate hV f g t
    rw [hA, hB] at h
    linarith
```

## The best rotation

`IsGreatest` contains two claims: the value $A+R$ is reached at some angle, and no angle exceeds it. For the first, the proof takes the complex number $z=-A+iB$, whose modulus is $R$, and chooses $t=\arg z/4$. This also works when $A=B=0$, where every angle gives zero change. For the second, `hid` is the sum-of-squares identity; dropping one square and taking a root gives the bound.

```lean
/-- For a symmetric interaction, the largest change of the summed self-repulsion over all
rotation angles is `A + √(A² + B²)`, and some angle attains it. -/
theorem greatest_gain {V : ι → ι → ℝ} (hV : ∀ x y, V x y = V y x) (f g : ι → ℝ) :
    IsGreatest (Set.range fun t =>
        selfRepulsion V (rotFst t f g) (rotSnd t f g) - selfRepulsion V f g)
      (coeffA V f g + √(coeffA V f g ^ 2 + coeffB V f g ^ 2)) := by
  rw [funext (selfRepulsion_rotate hV f g)]
  generalize coeffA V f g = A
  generalize coeffB V f g = B
  constructor
  · -- the best angle is a quarter of the phase of -A + iB
    let z : ℂ := ⟨-A, B⟩
    have hc : ‖z‖ * Real.cos z.arg = -A := Complex.norm_mul_cos_arg z
    have hs : ‖z‖ * Real.sin z.arg = B := Complex.norm_mul_sin_arg z
    have hn : A ^ 2 + B ^ 2 = ‖z‖ ^ 2 := by
      linear_combination (-(‖z‖ * Real.cos z.arg) + A) * hc
        - (‖z‖ * Real.sin z.arg + B) * hs + ‖z‖ ^ 2 * Real.sin_sq_add_cos_sq z.arg
    refine ⟨z.arg / 4, ?_⟩
    beta_reduce
    rw [show 4 * (z.arg / 4) = z.arg by ring, hn, Real.sqrt_sq (norm_nonneg z)]
    linear_combination (-Real.cos z.arg) * hc - Real.sin z.arg * hs
      + ‖z‖ * Real.sin_sq_add_cos_sq z.arg
  · rintro _ ⟨t, rfl⟩
    beta_reduce
    have hid : (-A * Real.cos (4 * t) + B * Real.sin (4 * t)) ^ 2
        + (A * Real.sin (4 * t) + B * Real.cos (4 * t)) ^ 2 = A ^ 2 + B ^ 2 := by
      linear_combination (A ^ 2 + B ^ 2) * Real.sin_sq_add_cos_sq (4 * t)
    have hle : (-A * Real.cos (4 * t) + B * Real.sin (4 * t)) ^ 2 ≤ A ^ 2 + B ^ 2 := by
      linarith [sq_nonneg (A * Real.sin (4 * t) + B * Real.cos (4 * t))]
    linarith [(le_abs_self _).trans (Real.abs_le_sqrt hle)]
```

The next theorem characterises pairs whose self-repulsion no rotation can raise. This is a global statement over all angles, and it allows other angles to do equally well. The forward direction takes an angle that attains $A+R$ and concludes $A+R\le0$; squaring $R\le-A$ then forces $B=0$. The reverse direction uses $\cos 4t\le1$.

```lean
/-- For a symmetric interaction, no rotation raises the summed self-repulsion of the pair
exactly when `B = 0` and `A ≤ 0`. -/
theorem maximal_iff {V : ι → ι → ℝ} (hV : ∀ x y, V x y = V y x) (f g : ι → ℝ) :
    (∀ t, selfRepulsion V (rotFst t f g) (rotSnd t f g) ≤ selfRepulsion V f g)
      ↔ coeffB V f g = 0 ∧ coeffA V f g ≤ 0 := by
  constructor
  · intro h
    obtain ⟨⟨t, ht⟩, _⟩ := greatest_gain hV f g
    beta_reduce at ht
    have h0 := h t
    have hr := Real.sqrt_nonneg (coeffA V f g ^ 2 + coeffB V f g ^ 2)
    have hq := Real.sq_sqrt (add_nonneg (sq_nonneg (coeffA V f g)) (sq_nonneg (coeffB V f g)))
    have hA : coeffA V f g ≤ 0 := by linarith
    have hle : √(coeffA V f g ^ 2 + coeffB V f g ^ 2) ≤ -coeffA V f g := by linarith
    have hsq := pow_le_pow_left₀ hr hle 2
    have hB : coeffB V f g ^ 2 = 0 := le_antisymm (by linarith [neg_sq (coeffA V f g)])
      (sq_nonneg _)
    exact ⟨pow_eq_zero_iff (two_ne_zero) |>.mp hB, hA⟩
  · rintro ⟨hB, hA⟩ t
    have h := selfRepulsion_rotate hV f g t
    rw [hB] at h
    have hm := mul_nonneg (neg_nonneg.mpr hA) (sub_nonneg.mpr (Real.cos_le_one (4 * t)))
    linarith
```

Orbital localisation by maximal self-repulsion can be carried out as a sequence of such two-orbital rotations; for real orbitals on a finite grid, the criterion says when rotating the current pair brings no gain.

## A pair on a ring for which the angle does not matter

On three sites with on-site repulsion $U$ and intersite repulsion $W$, take $f=(2,-1,-1)$ and $g=(0,\sqrt3,-\sqrt3)$. Each has squared norm $6$; the normalised orbitals are $(2,-1,-1)/\sqrt6$ and $(0,1,-1)/\sqrt2$, with summed self-repulsion $U+W$. A common scale factor does not affect the invariance.

For the unnormalised pair, $d=(4,-2,-2)$ and $p=(0,-\sqrt3,\sqrt3)$. Hence

$$[p,p]=6(U-W),\qquad \tfrac14[d,d]=6(U-W),\qquad [d,p]=0,$$

and both $A$ and $B$ vanish for all real $U$ and $W$. The Lean proof follows this calculation: `hform` writes out the double sum on three sites, `h3` records $(\sqrt3)^2=3$, and `invariant_iff` turns the two vanishing coefficients into equality at every angle. In Lean the sites are numbered 0, 1 and 2.

```lean
/-- On a three-site ring with on-site repulsion `U` and intersite repulsion `W`, the orbitals
`(2,-1,-1)` and `(0,√3,-√3)` have the same summed self-repulsion at every rotation angle. -/
theorem ring_pair_invariant (U W t : ℝ) :
    let V : Fin 3 → Fin 3 → ℝ := fun x y => if x = y then U else W
    let f : Fin 3 → ℝ := ![2, -1, -1]
    let g : Fin 3 → ℝ := ![0, √3, -√3]
    selfRepulsion V (rotFst t f g) (rotSnd t f g) = selfRepulsion V f g := by
  intro V f g
  have hV : ∀ x y, V x y = V y x := fun x y => by simp only [V, eq_comm]
  have hform : ∀ a b : Fin 3 → ℝ, coulomb V a b
      = U * (a 0 * b 0 + a 1 * b 1 + a 2 * b 2)
        + W * (a 0 * (b 1 + b 2) + a 1 * (b 0 + b 2) + a 2 * (b 0 + b 1)) := by
    intro a b
    simp [coulomb, V, Fin.sum_univ_three]
    ring
  have h3 : (√3 : ℝ) ^ 2 = 3 := Real.sq_sqrt (by norm_num)
  have f0 : f 0 = 2 := rfl
  have f1 : f 1 = -1 := rfl
  have f2 : f 2 = -1 := rfl
  have g0 : g 0 = 0 := rfl
  have g1 : g 1 = √3 := rfl
  have g2 : g 2 = -√3 := rfl
  -- both coefficients vanish for this pair
  refine (invariant_iff hV f g).mpr ⟨?_, ?_⟩ t
  · simp only [coeffA, hform, Pi.sub_apply, Pi.pow_apply, Pi.mul_apply, f0, f1, f2, g0, g1, g2]
    linear_combination (-(U + W) / 2 * ((√3 : ℝ) ^ 2 - 3)) * h3
  · simp only [coeffB, hform, Pi.sub_apply, Pi.pow_apply, Pi.mul_apply, f0, f1, f2, g0, g1, g2]
    ring

end

end OrbitalRotationSelfRepulsion
```

```lean
#print axioms OrbitalRotationSelfRepulsion.selfRepulsion_rotate
-- 'OrbitalRotationSelfRepulsion.selfRepulsion_rotate' depends on axioms: [propext, Classical.choice, Quot.sound]
#print axioms OrbitalRotationSelfRepulsion.maximal_iff
-- 'OrbitalRotationSelfRepulsion.maximal_iff' depends on axioms: [propext, Classical.choice, Quot.sound]
#print axioms OrbitalRotationSelfRepulsion.ring_pair_invariant
-- 'OrbitalRotationSelfRepulsion.ring_pair_invariant' depends on axioms: [propext, Classical.choice, Quot.sound]
```
